# Velocity Verlet conserves total angular momentum exactly for symmetric pair forces

A time-stepping scheme need not inherit the conservation laws of the equations it approximates: under the explicit Euler step, an isolated cluster with purely central forces changes its total angular momentum by a term of order h² per step and can pick up a rotation that no torque produced. The file below proves that velocity Verlet has no such term when the forces are F_i = Σ_j g_ij (x_i − x_j) with g_ij = g_ji, whatever the step sizes are.

```lean
import Mathlib

open Matrix

namespace VerletAngularMomentum

noncomputable section

/-- A vector in three-dimensional space. -/
abbrev Vec := Fin 3 → ℝ

/-- A force field: for each configuration of the particles, the force on each particle. -/
abbrev ForceField (ι : Type*) := (ι → Vec) → ι → Vec

/-- Pair couplings `g x i j`, which may depend on the whole configuration `x`. -/
abbrev Coupling (ι : Type*) := (ι → Vec) → ι → ι → ℝ

/-- Positions and velocities of all particles. -/
@[ext] structure State (ι : Type*) where
  pos : ι → Vec
  vel : ι → Vec

variable {ι : Type*}

/-- The coupling is symmetric in the two particles at every configuration. -/
def PairSymmetric (g : Coupling ι) : Prop := ∀ x i j, g x i j = g x j i

/-- New positions of a velocity Verlet step: `x + h v + h² F(x) / (2 m)`. -/
def verletPos (m : ι → ℝ) (F : ForceField ι) (h : ℝ) (s : State ι) : ι → Vec :=
  fun i => s.pos i + h • s.vel i + (h ^ 2 / (2 * m i)) • F s.pos i

/-- One velocity Verlet step of size `h`: the velocities change by `h / (2 m)` times the sum of
the forces at the old and at the new positions. -/
def verlet (m : ι → ℝ) (F : ForceField ι) (h : ℝ) (s : State ι) : State ι :=
  ⟨verletPos m F h s,
    fun i => s.vel i + (h / (2 * m i)) • (F s.pos i + F (verletPos m F h s) i)⟩

/-- The state after `n` velocity Verlet steps, where step number `k` has size `h k`. -/
def trajectory (m : ι → ℝ) (F : ForceField ι) (h : ℕ → ℝ) (s : State ι) : ℕ → State ι
  | 0 => s
  | n + 1 => verlet m F (h n) (trajectory m F h s n)

/-- A kick of duration `τ`: positions fixed, velocities changed by `τ F / m`. -/
def kick (m : ι → ℝ) (F : ForceField ι) (τ : ℝ) (s : State ι) : State ι :=
  ⟨s.pos, fun i => s.vel i + (τ / m i) • F s.pos i⟩

/-- A drift of duration `τ`: velocities fixed, positions changed by `τ v`. -/
def drift (τ : ℝ) (s : State ι) : State ι :=
  ⟨fun i => s.pos i + τ • s.vel i, s.vel⟩

/-- A velocity Verlet step is a half kick, a full drift and a half kick. -/
theorem verlet_eq_kick_drift_kick (m : ι → ℝ) (F : ForceField ι) (h : ℝ) (s : State ι) :
    verlet m F h s = kick m F (h / 2) (drift h (kick m F (h / 2) s)) := by
  have hx : verletPos m F h s = (drift h (kick m F (h / 2) s)).pos := by
    funext i
    show s.pos i + h • s.vel i + (h ^ 2 / (2 * m i)) • F s.pos i
      = s.pos i + h • (s.vel i + (h / 2 / m i) • F s.pos i)
    have hc : h ^ 2 / (2 * m i) = h * (h / 2 / m i) := by ring
    rw [hc]
    module
  refine State.ext hx ?_
  funext i
  show s.vel i + (h / (2 * m i)) • (F s.pos i + F (verletPos m F h s) i)
    = s.vel i + (h / 2 / m i) • F s.pos i
      + (h / 2 / m i) • F (drift h (kick m F (h / 2) s)).pos i
  rw [← hx]
  have hc : h / (2 * m i) = h / 2 / m i := by ring
  rw [hc]
  module

variable [Fintype ι]

/-- The force `F_i = ∑_j g_ij (x_i - x_j)` built from pair couplings. -/
def pairForce (g : Coupling ι) : ForceField ι :=
  fun x i => ∑ j, g x i j • (x i - x j)

/-- Total torque `∑_i x_i × F_i` about the origin. -/
def torque (F : ForceField ι) (x : ι → Vec) : Vec := ∑ i, x i ⨯₃ F x i

/-- Total linear momentum `∑_i m_i v_i`. -/
def momentum (m : ι → ℝ) (s : State ι) : Vec := ∑ i, m i • s.vel i

/-- Total angular momentum `∑_i m_i x_i × v_i` about the origin. -/
def angMom (m : ι → ℝ) (s : State ι) : Vec := ∑ i, m i • (s.pos i ⨯₃ s.vel i)

/-- Total angular momentum `∑_i m_i (x_i - c) × v_i` about the point `c`. -/
def angMomAbout (m : ι → ℝ) (c : Vec) (s : State ι) : Vec :=
  ∑ i, m i • ((s.pos i - c) ⨯₃ s.vel i)

/-- A vector quantity that changes sign when the two particles are exchanged sums to zero over
all ordered pairs. -/
theorem sum_antisymm (A : ι → ι → Vec) (hA : ∀ i j, A i j = -A j i) :
    ∑ i, ∑ j, A i j = 0 := by
  have h : ∑ i, ∑ j, A i j = -∑ i, ∑ j, A i j := by
    calc ∑ i, ∑ j, A i j = ∑ j, ∑ i, A i j := Finset.sum_comm
      _ = ∑ j, ∑ i, -A j i :=
        Finset.sum_congr rfl fun j _ => Finset.sum_congr rfl fun i _ => hA i j
      _ = -∑ i, ∑ j, A i j := by simp only [Finset.sum_neg_distrib]
  funext k
  have hk := congrFun h k
  rw [Pi.neg_apply] at hk
  rw [Pi.zero_apply]
  linarith

/-- For symmetric couplings the total force vanishes at every configuration. -/
theorem sum_pairForce {g : Coupling ι} (hg : PairSymmetric g) (x : ι → Vec) :
    ∑ i, pairForce g x i = 0 := by
  show ∑ i, ∑ j, g x i j • (x i - x j) = 0
  refine sum_antisymm (fun i j => g x i j • (x i - x j)) fun i j => ?_
  show g x i j • (x i - x j) = -(g x j i • (x j - x i))
  rw [hg x j i]
  module

/-- For symmetric couplings the total torque vanishes at every configuration. -/
theorem torque_pairForce {g : Coupling ι} (hg : PairSymmetric g) (x : ι → Vec) :
    torque (pairForce g) x = 0 := by
  show ∑ i, x i ⨯₃ (∑ j, g x i j • (x i - x j)) = 0
  simp only [map_sum, map_smul]
  refine sum_antisymm (fun i j => g x i j • (x i ⨯₃ (x i - x j))) fun i j => ?_
  show g x i j • (x i ⨯₃ (x i - x j)) = -(g x j i • (x j ⨯₃ (x j - x i)))
  -- the torques of the pair (i, j) on i and on j are opposite
  have hc : x i ⨯₃ (x i - x j) = -(x j ⨯₃ (x j - x i)) := by
    rw [map_sub, map_sub, cross_self, cross_self, zero_sub, zero_sub, neg_neg,
      cross_anticomm]
  rw [hg x j i, hc, smul_neg]

/-- For nonzero masses, a kick of duration `τ` changes the angular momentum by `τ` times the total torque. -/
theorem angMom_kick (m : ι → ℝ) (hm : ∀ i, m i ≠ 0) (F : ForceField ι) (τ : ℝ) (s : State ι) :
    angMom m (kick m F τ s) = angMom m s + τ • torque F s.pos := by
  unfold angMom torque
  rw [Finset.smul_sum, ← Finset.sum_add_distrib]
  refine Finset.sum_congr rfl fun i _ => ?_
  show m i • (s.pos i ⨯₃ (s.vel i + (τ / m i) • F s.pos i))
    = m i • (s.pos i ⨯₃ s.vel i) + τ • (s.pos i ⨯₃ F s.pos i)
  have hc : m i * (τ / m i) = τ := by
    have := hm i
    field_simp
  rw [map_add, map_smul, smul_add, smul_smul, hc]

/-- A drift leaves the angular momentum unchanged. -/
theorem angMom_drift (m : ι → ℝ) (τ : ℝ) (s : State ι) :
    angMom m (drift τ s) = angMom m s := by
  unfold angMom
  refine Finset.sum_congr rfl fun i _ => ?_
  show m i • ((s.pos i + τ • s.vel i) ⨯₃ s.vel i) = m i • (s.pos i ⨯₃ s.vel i)
  -- the displacement is parallel to the velocity, and v × v = 0
  simp only [map_add, map_smul, LinearMap.add_apply, LinearMap.smul_apply, cross_self,
    smul_zero, add_zero]

/-- For nonzero masses and any force field, one velocity Verlet step changes the angular momentum by `h / 2` times
the sum of the total torques at the old and at the new positions. -/
theorem angMom_verlet (m : ι → ℝ) (hm : ∀ i, m i ≠ 0) (F : ForceField ι) (h : ℝ) (s : State ι) :
    angMom m (verlet m F h s)
      = angMom m s + (h / 2) • (torque F s.pos + torque F (verlet m F h s).pos) := by
  have hp : (kick m F (h / 2) (drift h (kick m F (h / 2) s))).pos
      = (drift h (kick m F (h / 2) s)).pos := rfl
  rw [verlet_eq_kick_drift_kick, angMom_kick m hm, angMom_drift, angMom_kick m hm, hp,
    smul_add, add_assoc]

/-- For nonzero masses and a fixed nonzero step size, a velocity Verlet step conserves the angular momentum from
every state exactly when the total torque vanishes at every configuration. -/
theorem verlet_conserves_iff_torque_free (m : ι → ℝ) (hm : ∀ i, m i ≠ 0) (F : ForceField ι)
    (h : ℝ) (hh : h ≠ 0) :
    (∀ s, angMom m (verlet m F h s) = angMom m s) ↔ ∀ x, torque F x = 0 := by
  constructor
  · intro H x
    -- choose velocities such that the step returns to the same positions
    obtain ⟨s, hs1, hs2⟩ : ∃ s : State ι, s.pos = x ∧ (verlet m F h s).pos = x := by
      refine ⟨⟨x, fun i => -((h / (2 * m i)) • F x i)⟩, rfl, ?_⟩
      funext i
      show x i + h • (-((h / (2 * m i)) • F x i)) + (h ^ 2 / (2 * m i)) • F x i = x i
      have hc : h ^ 2 / (2 * m i) = h * (h / (2 * m i)) := by ring
      rw [hc]
      module
    have hb := angMom_verlet m hm F h s
    rw [H s, hs2, hs1] at hb
    funext k
    have hk := congrFun hb k
    simp only [Pi.add_apply, Pi.smul_apply, smul_eq_mul] at hk
    have h0 : h * torque F x k = 0 := by linear_combination (-1 : ℝ) * hk
    exact (mul_eq_zero.mp h0).resolve_left hh
  · intro H s
    rw [angMom_verlet m hm]
    simp only [H, add_zero, smul_zero]

/-- Main theorem: with symmetric, position-dependent pair couplings and nonzero masses, velocity
Verlet conserves the total angular momentum exactly, after any number of steps of any sizes. -/
theorem angMom_trajectory (m : ι → ℝ) (hm : ∀ i, m i ≠ 0) {g : Coupling ι}
    (hg : PairSymmetric g) (h : ℕ → ℝ) (s : State ι) (n : ℕ) :
    angMom m (trajectory m (pairForce g) h s n) = angMom m s := by
  induction n with
  | zero => rfl
  | succ n ih =>
    show angMom m (verlet m (pairForce g) (h n) (trajectory m (pairForce g) h s n)) = _
    rw [angMom_verlet m hm]
    simp only [torque_pairForce hg, add_zero, smul_zero]
    exact ih

/-- Under the same conditions the linear momentum and the angular momentum about every fixed
point `c` are conserved exactly. -/
theorem momentum_and_angMomAbout_trajectory (m : ι → ℝ) (hm : ∀ i, m i ≠ 0) {g : Coupling ι}
    (hg : PairSymmetric g) (h : ℕ → ℝ) (s : State ι) (n : ℕ) :
    momentum m (trajectory m (pairForce g) h s n) = momentum m s ∧
      ∀ c, angMomAbout m c (trajectory m (pairForce g) h s n) = angMomAbout m c s := by
  -- one step changes the momentum by the total impulse, which vanishes
  have hstep : ∀ (t : State ι) (τ : ℝ),
      momentum m (verlet m (pairForce g) τ t) = momentum m t := by
    intro t τ
    have hb : momentum m (verlet m (pairForce g) τ t)
        = momentum m t + (τ / 2) • ((∑ i, pairForce g t.pos i)
          + (∑ i, pairForce g (verletPos m (pairForce g) τ t) i)) := by
      unfold momentum
      rw [← Finset.sum_add_distrib, Finset.smul_sum, ← Finset.sum_add_distrib]
      refine Finset.sum_congr rfl fun i _ => ?_
      show m i • (t.vel i + (τ / (2 * m i)) •
          (pairForce g t.pos i + pairForce g (verletPos m (pairForce g) τ t) i))
        = m i • t.vel i + (τ / 2) •
          (pairForce g t.pos i + pairForce g (verletPos m (pairForce g) τ t) i)
      have hc : m i * (τ / (2 * m i)) = τ / 2 := by
        have := hm i
        field_simp
      rw [smul_add (m i), smul_smul, hc]
    rw [hb]
    simp only [sum_pairForce hg, add_zero, smul_zero]
  have hP : momentum m (trajectory m (pairForce g) h s n) = momentum m s := by
    induction n with
    | zero => rfl
    | succ n ih => exact (hstep _ _).trans ih
  refine ⟨hP, fun c => ?_⟩
  -- shift of origin: L_c = L - c × P
  have hA : ∀ t : State ι, angMomAbout m c t = angMom m t - c ⨯₃ momentum m t := by
    intro t
    unfold angMomAbout angMom momentum
    rw [map_sum, ← Finset.sum_sub_distrib]
    refine Finset.sum_congr rfl fun i _ => ?_
    simp only [map_sub, LinearMap.sub_apply, map_smul, smul_sub]
  rw [hA, hA, hP, angMom_trajectory m hm hg]

/-- A two-particle coupling that acts on particle `0` only. -/
def oneWayCoupling : Coupling (Fin 2) := fun _ i _ => if i = 0 then 1 else 0

/-- For the one-way coupling, nonzero masses and any nonzero step size there is a state whose angular momentum
is changed by one velocity Verlet step. -/
theorem oneWayCoupling_not_conserved (m : Fin 2 → ℝ) (hm : ∀ i, m i ≠ 0) (h : ℝ) (hh : h ≠ 0) :
    ∃ s, angMom m (verlet m (pairForce oneWayCoupling) h s) ≠ angMom m s := by
  by_contra H
  have H' : ∀ s, angMom m (verlet m (pairForce oneWayCoupling) h s) = angMom m s := by
    intro s
    by_contra hs
    exact H ⟨s, hs⟩
  have hT := (verlet_conserves_iff_torque_free m hm _ h hh).mp H' ![![1, 0, 0], ![0, 1, 0]]
  -- only particle 0 feels a force, so the torque is -(x_0 × x_1)
  have hgen : ∀ x : Fin 2 → Vec, torque (pairForce oneWayCoupling) x = -(x 0 ⨯₃ x 1) := by
    intro x
    have h0 : pairForce oneWayCoupling x 0 = x 0 - x 1 := by
      show ∑ j, oneWayCoupling x 0 j • (x 0 - x j) = x 0 - x 1
      rw [Fin.sum_univ_two]
      simp [oneWayCoupling]
    have h1 : pairForce oneWayCoupling x 1 = 0 := by
      show ∑ j, oneWayCoupling x 1 j • (x 1 - x j) = 0
      rw [Fin.sum_univ_two]
      simp [oneWayCoupling]
    show ∑ i, x i ⨯₃ pairForce oneWayCoupling x i = -(x 0 ⨯₃ x 1)
    rw [Fin.sum_univ_two, h0, h1]
    simp only [map_zero, add_zero, map_sub, cross_self, zero_sub]
  rw [hgen] at hT
  -- the third component of the torque at this configuration is -1
  have h2 := congrFun hT 2
  simp [cross_apply] at h2

/-- The two-particle softened coupling `1 / (1 + |x_i - x_j|²)`. -/
def softCoupling : Coupling (Fin 2) :=
  fun x i j => 1 / (1 + (x i - x j) ⬝ᵥ (x i - x j))

/-- The softened coupling is symmetric, and with particle `0` at `(1, 0, 0)` and particle `1` at the origin the force on
particle `0` has first component `1 / 2`. -/
theorem pairSymmetric_witness :
    PairSymmetric softCoupling ∧
      pairForce softCoupling ![![1, 0, 0], ![0, 0, 0]] 0 0 = 1 / 2 := by
  constructor
  · intro x i j
    have hd : (x i - x j) ⬝ᵥ (x i - x j) = (x j - x i) ⬝ᵥ (x j - x i) := by
      simp only [dotProduct, Fin.sum_univ_three, Pi.sub_apply]
      ring
    show 1 / (1 + (x i - x j) ⬝ᵥ (x i - x j)) = 1 / (1 + (x j - x i) ⬝ᵥ (x j - x i))
    rw [hd]
  · simp [pairForce, softCoupling, dotProduct, Fin.sum_univ_two, Fin.sum_univ_three]
    norm_num

end

end VerletAngularMomentum
```

```lean
#print axioms VerletAngularMomentum.verlet_conserves_iff_torque_free
#print axioms VerletAngularMomentum.angMom_trajectory
#print axioms VerletAngularMomentum.momentum_and_angMomAbout_trajectory
#print axioms VerletAngularMomentum.oneWayCoupling_not_conserved
```

```
'VerletAngularMomentum.verlet_conserves_iff_torque_free' depends on axioms: [propext, Classical.choice, Quot.sound]
'VerletAngularMomentum.angMom_trajectory' depends on axioms: [propext, Classical.choice, Quot.sound]
'VerletAngularMomentum.momentum_and_angMomAbout_trajectory' depends on axioms: [propext, Classical.choice, Quot.sound]
'VerletAngularMomentum.oneWayCoupling_not_conserved' depends on axioms: [propext, Classical.choice, Quot.sound]
```

## What the theorems say

Take finitely many particles with nonzero masses m_i, positions x_i and velocities v_i in R³. One velocity Verlet step of size h is

x_i' = x_i + h v_i + (h² / 2m_i) F_i(x)

v_i' = v_i + (h / 2m_i) (F_i(x) + F_i(x'))

and the total angular momentum and total torque about the origin are

L = Σ_i m_i x_i × v_i,    T(x) = Σ_i x_i × F_i(x).

The main theorem `angMom_trajectory` states that for pair forces with symmetric couplings, L after n steps equals L at the start, for every initial state, every n and every sequence of step sizes. Under the same hypotheses `momentum_and_angMomAbout_trajectory` states that the linear momentum P = Σ_i m_i v_i and the angular momentum about any fixed point c are also unchanged.

Two theorems hold for an arbitrary force field. `angMom_verlet` gives the exact change in one step,

L' = L + (h/2) (T(x) + T(x')),

and `verlet_conserves_iff_torque_free` states that for a fixed h ≠ 0 the single step conserves L from every state if and only if T vanishes at every configuration.

Two examples with two particles close the file. `oneWayCoupling_not_conserved` shows that for a coupling acting on particle 0 only, and any h ≠ 0, some state has its L changed by one step. `pairSymmetric_witness` shows that g_ij = 1/(1 + |x_i − x_j|²) is symmetric and gives particle 0 a force with first component 1/2 at x_0 = (1, 0, 0), x_1 = (0, 0, 0), so the symmetric class contains position-dependent forces that are not zero.

## The physics in the definitions

`Vec` is `Fin 3 → ℝ`, three Cartesian components, and `⨯₃` is the usual component formula for the cross product. The type `ι` labels the particles. A `State` holds `pos` and `vel` for all of them. A `ForceField` maps a whole configuration to one force per particle, so forces depend on positions only, not on velocities or time.

A `Coupling` assigns a real number `g x i j` to each configuration and ordered pair, and `PairSymmetric g` demands `g x i j = g x j i` at every configuration. Positive g pushes i away from j. For a pair potential U(r) the coupling is g_ij = −U′(r_ij)/r_ij. The sum in `pairForce` includes j = i, where g_ii multiplies the zero vector. No continuity of g is assumed and no potential needs to exist, so a coupling that is switched off abruptly beyond a cutoff distance is covered as long as both partners see the same value.

In `trajectory` the step sizes are a function `h : ℕ → ℝ`, with `h k` used by all particles at step k. They may vary, vanish or be negative. The masses enter through `hm : ∀ i, m i ≠ 0`; positivity is not needed. This hypothesis matters because division by zero returns zero in Lean: a massless particle would receive no kick and contribute nothing to L while still exerting forces on the others, and the pairwise cancellation of torques would be lost.

The result bears on molecular dynamics of isolated molecules and clusters, within the restriction to exact real arithmetic and position-dependent central pair forces in open space. Rounding errors, periodic boxes with minimum-image separations, external or magnetic fields, thermostats, constraints and separate time steps for different particles are not modelled. Nothing is stated about energy, accuracy or stability: a step that is far too large gives a useless trajectory with the correct L.

If symmetry is dropped, conservation can fail. With g_0j = 1 and g_1j = 0 only particle 0 feels a force, F_0 = x_0 − x_1, and

T = x_0 × (x_0 − x_1) = −x_0 × x_1,

which has third component −1 at x_0 = (1, 0, 0), x_1 = (0, 1, 0).

Two side remarks are hand calculations that the file does not check. For the explicit Euler step x' = x + h v, v' = v + h F(x)/m one finds L' = L + h T(x) + h² Σ_i v_i × F_i, and the last sum generally survives when T = 0. And an energy surface written as a differentiable function U of the interparticle distances, as for a many-body potential or a Born–Oppenheimer surface of an isolated molecule expressed in distances, gives g_ij = −(1/r_ij) ∂U/∂r_ij, which is symmetric and depends on the whole configuration.

## Derivation by hand

First the torque. Put A_ij = g_ij x_i × (x_i − x_j). Since x_i × x_i = 0,

A_ij = −g_ij x_i × x_j,    A_ji = −g_ji x_j × x_i = +g_ij x_i × x_j = −A_ij.

The total torque is S = Σ_i Σ_j A_ij. Exchanging the names of i and j gives S = Σ_i Σ_j A_ji = −S, so S = 0. The same argument with A_ij = g_ij (x_i − x_j) gives Σ_i F_i = 0.

Next the step. Define a kick of duration τ by v_i → v_i + (τ/m_i) F_i(x) at fixed x, and a drift by x_i → x_i + τ v_i at fixed v. A half kick gives u_i = v_i + (h/2m_i) F_i(x). A drift of h then gives

x_i + h u_i = x_i + h v_i + (h²/2m_i) F_i(x) = x_i'.

A second half kick gives u_i + (h/2m_i) F_i(x') = v_i'. The three moves compose to the Verlet step.

A kick changes L by the torque:

Σ_i m_i x_i × (v_i + (τ/m_i) F_i) = L + τ Σ_i x_i × F_i = L + τ T(x).

A drift leaves L alone:

Σ_i m_i (x_i + τ v_i) × v_i = L + τ Σ_i m_i v_i × v_i = L.

The first half kick adds (h/2) T(x), the drift adds nothing, and the second half kick adds (h/2) T(x'), which is the one-step formula. For symmetric pair forces both torques vanish, so each step preserves L, and so does any chain of steps.

For the converse, fix x and choose v_i = −(h/2m_i) F_i(x). Then

x_i' = x_i − (h²/2m_i) F_i + (h²/2m_i) F_i = x_i,

so L' = L + h T(x). If L' = L and h ≠ 0, then T(x) = 0.

For the momentum, P' = P + (h/2) (Σ_i F_i(x) + Σ_i F_i(x')) = P. About a point c,

L_c = Σ_i m_i (x_i − c) × v_i = L − c × P,

and both terms on the right are conserved.

## The proof in Lean

`sum_antisymm` is the renaming argument. `Finset.sum_comm` swaps the two sums, the hypothesis `hA` flips the sign of each term, and `linarith` turns S = −S into S = 0 in each component. `sum_pairForce` and `torque_pairForce` feed it the two choices of A_ij. In the second, `map_sum` and `map_smul` move the sum and the coupling out of the cross product, and `hc` is the sign computation above, done with `cross_self` and `cross_anticomm`.

`verlet_eq_kick_drift_kick` compares positions first (`hx`) and then velocities. In each case `ring` matches the scalar coefficients and `module` checks the vector identity. This identity holds without any condition on the masses.

`angMom_kick` works particle by particle, and its only use of `hm` is the cancellation `m i * (τ / m i) = τ`. `angMom_drift` expands the cross product in its first argument and removes v × v by `cross_self`. `angMom_verlet` rewrites the step as three moves and applies kick, drift and kick in turn; `hp` records that the last kick does not move the particles, so the second torque is taken at x'.

In `verlet_conserves_iff_torque_free` the forward direction builds the state with velocities `-((h / (2 * m i)) • F x i)`, checks that the step returns to x, and reads the one-step formula in component k. `linear_combination` extracts `h * torque F x k = 0`, and `hh` removes the factor h. The backward direction inserts T = 0 into the one-step formula.

`angMom_trajectory` is an induction on n: the step from n to n + 1 applies `angMom_verlet` with size `h n`, kills both torques by `torque_pairForce hg` and leaves the induction hypothesis. In `momentum_and_angMomAbout_trajectory`, `hstep` is the one-step momentum balance, `hP` its induction and `hA` the shift of origin L_c = L − c × P.

`oneWayCoupling_not_conserved` argues by contradiction. Conservation from every state would force T = 0 everywhere by the equivalence, while `hgen` evaluates T = −x_0 × x_1, whose third component at the chosen configuration is −1. `pairSymmetric_witness` reduces symmetry to |x_i − x_j|² = |x_j − x_i|² and evaluates the force directly.
